# Total charge on a composite grid equals boundary flux plus the flux mismatch between cells

When a grid is refined locally, the cells on the two sides of a coarse–fine face may compute the flux through it from different stencils. What leaves one cell then need not equal what enters the other, and any difference appears as charge that nobody put there. For a quadratic potential $a+bx+cx^2$ and the two stencils on the three-cell line treated below, the total charge differs from the flux through the outer boundary by $-5ch/8$, where $h$ is the fine spacing, the faces have unit area, and the units are such that charge equals electric flux. In a real-space electronic-structure calculation, such a term would enter the charge balance of the Hartree potential; the identities here concern given fluxes on a finite grid, not the solution of Poisson's equation.

## Charges and fluxes of cells

The cells form a finite set `ι`. Its linear order has no geometric meaning: it serves to list each pair of cells once and, later, to choose which of two fluxes is kept.

```lean
import Mathlib

open Finset

namespace CompositeGridGauss

noncomputable section

variable {ι : Type*} [Fintype ι] [LinearOrder ι]
```

Let $B_i$ be the flux from cell $i$ through the outer boundary of the grid, and $F_{ij}$ the flux from cell $i$ towards cell $j$, as computed by cell $i$. Both are real numbers already integrated over the face, and $F_{ij}=0$ if the cells do not touch. In units where charge equals electric flux, the discrete charge of a cell is

$$q_i = B_i + \sum_{j\neq i} F_{ij}.$$

No relation between $F_{ij}$ and $F_{ji}$ is assumed.

```lean
/-- The discrete charge of cell `i`: its outer-boundary flux `B i` plus its outgoing fluxes
`F i j` towards all other cells. -/
def cellCharge (B : ι → ℝ) (F : ι → ι → ℝ) (i : ι) : ℝ :=
  B i + ∑ j with j ≠ i, F i j
```

A region is any set $S$ of cells, connected or not. Its charge is $Q(S)=\sum_{i\in S} q_i$.

```lean
/-- The total discrete charge in a region `S` of cells. -/
def regionCharge (B : ι → ℝ) (F : ι → ι → ℝ) (S : Finset ι) : ℝ :=
  ∑ i ∈ S, cellCharge B F i
```

The flux leaving the region passes through the outer boundary or into cells outside $S$:

$$\Phi(S)=\sum_{i\in S}\Big(B_i+\sum_{j\notin S}F_{ij}\Big).$$

In Lean, `Sᶜ` is the set of cells outside $S$. Gauss's law for $S$ is the equation $Q(S)=\Phi(S)$.

```lean
/-- The flux leaving a region `S`, through the outer boundary and into the cells outside `S`. -/
def regionOutflux (B : ι → ℝ) (F : ι → ι → ℝ) (S : Finset ι) : ℝ :=
  ∑ i ∈ S, (B i + ∑ j ∈ Sᶜ, F i j)
```

What may spoil it is the mismatch on the faces inside $S$, with each pair counted once:

$$M(S)=\sum_{\substack{i,j\in S\\ i<j}}(F_{ij}+F_{ji}).$$

```lean
/-- The flux mismatch inside `S`: the sum of `F i j + F j i` over unordered pairs of cells. -/
def mismatch (F : ι → ι → ℝ) (S : Finset ι) : ℝ :=
  ∑ i ∈ S, ∑ j ∈ S with i < j, (F i j + F j i)
```

Refluxing removes the mismatch by keeping one flux per face. The cell that comes first in the order keeps its value, and the other receives the negative:

$$\tilde F_{ij}=\begin{cases}F_{ij}, & i<j,\\ -F_{ji}, & i>j.\end{cases}$$

If fine cells are ordered before coarse ones, the fine-side flux is kept. The diagonal value, which the Lean definition also sets, enters none of the sums.

```lean
/-- Refluxing: of the two fluxes computed for a face, the one of the cell that comes first in the
ordering is kept, and the other cell receives its negative. -/
def reflux (F : ι → ι → ℝ) (i j : ι) : ℝ :=
  if i < j then F i j else -F j i
```

## Pairing the internal fluxes

The fluxes between distinct cells of $S$ split into those with $i<j$ and those with $j<i$. Exchanging the names of the two cells in the second part gives

$$\sum_{\substack{i,j\in S\\ j\ne i}}F_{ij}
=\sum_{\substack{i,j\in S\\ i<j}}F_{ij}+\sum_{\substack{i,j\in S\\ i<j}}F_{ji}=M(S).$$

The proof turns on how this exchange is expressed. As first written, the inner sum runs over a set that depends on the outer index, such as all $j\in S$ with $j<i$, so the two sums cannot simply trade places. `Finset.sum_filter` moves the condition into the summand, as an `if` with value zero where the condition fails. Both indices then run over all of $S$, and `Finset.sum_comm` exchanges the sums. Since names of bound variables do not matter, its result is exactly `hswap`, the renaming done by hand.

The first step of the `calc` block checks the split in the three cases $i<j$, $i=j$ and $i>j$; the last joins the two sums, which now carry the same condition.

```lean
omit [Fintype ι] in
/-- The fluxes exchanged between distinct cells of a region add up to its flux mismatch. -/
theorem internal_flux_eq_mismatch (F : ι → ι → ℝ) (S : Finset ι) :
    ∑ i ∈ S, ∑ j ∈ S with j ≠ i, F i j = mismatch F S := by
  unfold mismatch
  simp only [Finset.sum_filter]
  -- exchanging the names of the two cells turns the pairs j < i into pairs i < j
  have hswap : ∑ i ∈ S, ∑ j ∈ S, (if j < i then F i j else 0)
      = ∑ i ∈ S, ∑ j ∈ S, (if i < j then F j i else 0) := Finset.sum_comm
  calc ∑ i ∈ S, ∑ j ∈ S, (if j ≠ i then F i j else 0)
      = ∑ i ∈ S, ∑ j ∈ S, ((if i < j then F i j else 0) + (if j < i then F i j else 0)) := by
        refine Finset.sum_congr rfl fun i _ => Finset.sum_congr rfl fun j _ => ?_
        rcases lt_trichotomy i j with h | h | h
        · simp [h, h.ne', not_lt_of_ge h.le]
        · simp [h]
        · simp [h, h.ne, not_lt_of_ge h.le]
    _ = ∑ i ∈ S, ∑ j ∈ S, (if i < j then F i j else 0)
        + ∑ i ∈ S, ∑ j ∈ S, (if i < j then F j i else 0) := by
        simp only [Finset.sum_add_distrib]
        rw [hswap]
    _ = ∑ i ∈ S, ∑ j ∈ S, (if i < j then F i j + F j i else 0) := by
        simp only [← Finset.sum_add_distrib]
        refine Finset.sum_congr rfl fun i _ => Finset.sum_congr rfl fun j _ => ?_
        split_ifs <;> simp
```

## Gauss's law with its mismatch term

For a cell $i\in S$, the neighbours lie either inside or outside $S$:

$$\sum_{j\ne i}F_{ij}=\sum_{\substack{j\in S\\ j\ne i}}F_{ij}+\sum_{j\notin S}F_{ij}.$$

The condition $j\neq i$ disappears from the last sum because $i$ itself is in $S$. Adding $B_i$, summing over $i\in S$ and using the pairing gives

$$Q(S)=\Phi(S)+M(S).$$

In the proof, `hsplit` is the separation of the neighbours, and the preceding lemma has already replaced $M(S)$ by the sum of internal fluxes.

```lean
/-- The charge in any region equals the flux leaving the region plus the flux mismatch
inside it. -/
theorem regionCharge_eq (B : ι → ℝ) (F : ι → ι → ℝ) (S : Finset ι) :
    regionCharge B F S = regionOutflux B F S + mismatch F S := by
  rw [← internal_flux_eq_mismatch]
  unfold regionCharge regionOutflux cellCharge
  rw [← Finset.sum_add_distrib]
  refine Finset.sum_congr rfl fun i hi => ?_
  -- split the neighbours of cell i into those inside and those outside the region
  have hsplit : ∑ j with j ≠ i, F i j
      = ∑ j ∈ S with j ≠ i, F i j + ∑ j ∈ Sᶜ, F i j := by
    simp only [Finset.sum_filter]
    refine (Finset.sum_add_sum_compl S _).symm.trans ?_
    congr 1
    refine Finset.sum_congr rfl fun j hj => ?_
    have hne : j ≠ i := by
      rintro rfl
      exact (Finset.mem_compl.mp hj) hi
    simp [hne]
  rw [hsplit]
  ring
```

If $S$ is the whole grid, written `univ`, there are no cells outside, and

$$\sum_i q_i=\sum_i B_i+\sum_{i<j}(F_{ij}+F_{ji}).$$

```lean
/-- The total charge on the grid equals the outer-boundary flux plus the sum of `F i j + F j i`
over all pairs of cells. -/
theorem total_charge (B : ι → ℝ) (F : ι → ι → ℝ) :
    regionCharge B F univ = ∑ i, B i + ∑ i, ∑ j with i < j, (F i j + F j i) := by
  rw [regionCharge_eq]
  simp [regionOutflux, mismatch]
```

## Antisymmetry as the exact condition

On the whole grid, mismatches on different faces can cancel. Requiring Gauss's law on every region excludes this. For $S=\{i,j\}$ with $i<j$, the identity reads

$$Q(S)-\Phi(S)=F_{ij}+F_{ji},$$

so Gauss's law forces the sum to vanish. Conversely, if it vanishes for all distinct cells, every term of $M(S)$ is zero.

The theorem states this equivalence for fixed $B$ and $F$. In its proof, `key` treats the two-cell regions with $i<j$, and the opposite order follows by exchanging the cells.

```lean
/-- Gauss's law holds on every region of cells if and only if the fluxes between distinct cells
are antisymmetric. -/
theorem gauss_iff_antisymmetric (B : ι → ℝ) (F : ι → ι → ℝ) :
    (∀ S, regionCharge B F S = regionOutflux B F S) ↔ ∀ i j, i ≠ j → F i j + F j i = 0 := by
  constructor
  · intro hG
    -- a region of two cells isolates the mismatch of a single pair
    have key : ∀ i j, i < j → F i j + F j i = 0 := by
      intro i j hij
      have h1 := regionCharge_eq B F {i, j}
      have h2 : mismatch F {i, j} = F i j + F j i := by
        unfold mismatch
        simp only [Finset.sum_filter, Finset.sum_pair hij.ne]
        simp [hij, not_lt_of_ge hij.le]
      linarith [hG {i, j}]
    intro i j hij
    rcases lt_or_gt_of_ne hij with h | h
    · exact key i j h
    · linarith [key j i h]
  · intro hF S
    have h0 : mismatch F S = 0 := by
      unfold mismatch
      refine Finset.sum_eq_zero fun i _ => Finset.sum_eq_zero fun j hj => ?_
      exact hF i j (Finset.mem_filter.mp hj).2.ne
    rw [regionCharge_eq, h0, add_zero]
```

The refluxed fluxes satisfy $\tilde F_{ij}+\tilde F_{ji}=0$ for $i\neq j$ by construction: for $i<j$ the sum is $F_{ij}-F_{ij}$. Gauss's law therefore holds on every region, with charge and outflux both computed from $\tilde F$, and the total charge is $\sum_i B_i$. This is a statement about conservation; it does not say how accurate the retained flux is.

```lean
/-- After refluxing, Gauss's law holds on every region, and the total charge equals the
outer-boundary flux. -/
theorem reflux_restores_gauss (B : ι → ℝ) (F : ι → ι → ℝ) :
    (∀ S, regionCharge B (reflux F) S = regionOutflux B (reflux F) S) ∧
      regionCharge B (reflux F) univ = ∑ i, B i := by
  have hG : ∀ S, regionCharge B (reflux F) S = regionOutflux B (reflux F) S := by
    refine (gauss_iff_antisymmetric B (reflux F)).mpr fun i j hij => ?_
    rcases lt_or_gt_of_ne hij with h | h
    · simp [reflux, h, not_lt_of_ge h.le]
    · simp [reflux, h, not_lt_of_ge h.le]
  refine ⟨hG, ?_⟩
  rw [hG]
  simp [regionOutflux]
```

## Two gradients at a coarse–fine interface

Now take a quadratic potential on a line,

$$u(x)=a+bx+cx^2.$$

```lean
/-- The quadratic potential `a + b x + c x²` on a line. -/
def quadPotential (a b c x : ℝ) : ℝ := a + b * x + c * x ^ 2
```

Two fine cells of width $h$ have their centres at $-3h/2$ and $-h/2$, and a coarse cell of width $2h$ has its centre at $h$. Call the potentials there $u_0,u_1,u_2$. The fine side uses its nearest centre, at distance $3h/2$ from the coarse one:

$$g_f=\frac{u_2-u_1}{3h/2}=\frac{\tfrac32bh+\tfrac34ch^2}{3h/2}=b+\frac{ch}{2}.$$

The coarse side uses the mean of the two fine values, assigned to the midpoint $-h$. Since $(u_0+u_1)/2=a-bh+\tfrac54ch^2$,

$$g_c=\frac{u_2-(u_0+u_1)/2}{2h}=\frac{2bh-\tfrac14ch^2}{2h}=b-\frac{ch}{8}.$$

Hence $g_f-g_c=5ch/8$, which is $5h/8$ for $u=x^2$.

In Lean, the hypotheses `hf` and `hc` define the gradients by "gradient times distance equals potential difference". The proof finds each gradient by cancelling a factor $h$ with `mul_right_cancel₀`; `linear_combination` checks the remaining polynomial identity.

The cancellation needs $h\neq0$. At $h=0$ all three centres coincide, and both hypotheses read $0=0$ whatever the gradients are. The values $g_f=1$ and $g_c=0$ then satisfy them, but their difference is $1$, while the formula gives $0$.

```lean
/-- Cell centres lie at `-3h/2`, `-h/2` (fine) and `h` (coarse), with `h ≠ 0`. For the potential `a
+ b x + c x²`, the interface gradient `gf` from the nearest fine cell minus the gradient `gc` from
the mean of both fine cells is `5ch/8`. -/
theorem interface_gradient_gap (a b c h gf gc : ℝ) (hh : h ≠ 0)
    (hf : gf * (3 * h / 2) = quadPotential a b c h - quadPotential a b c (-h / 2))
    (hc : gc * (2 * h) = quadPotential a b c h
      - (quadPotential a b c (-3 * h / 2) + quadPotential a b c (-h / 2)) / 2) :
    gf - gc = 5 * c * h / 8 := by
  unfold quadPotential at hf hc
  have h1 : gf = b + c * h / 2 := by
    apply mul_right_cancel₀ hh
    linear_combination (2 / 3) * hf
  have h2 : gc = b - c * h / 8 := by
    apply mul_right_cancel₀ hh
    linear_combination (1 / 2) * hc
  rw [h1, h2]
  ring
```

## The charge created at the interface

The field is $-u'$, so a flux to the right is minus the gradient and a flux to the left is plus the gradient. With cells numbered $0,1,2$ from left to right and unit face area, the outgoing fluxes are

$$F_{01}=-g,\qquad F_{10}=g,\qquad F_{12}=-g_f,\qquad F_{21}=g_c.$$

The fine cells share one gradient $g$ at their common face. Its value is left free.

```lean
/-- Outgoing fluxes of the field `-u'` for three cells in a row: both fine cells use the gradient
`g` at their common face, while the coarse-fine face has `gf` on the fine and `gc` on the coarse
side. -/
def lineFlux (g gf gc : ℝ) : Fin 3 → Fin 3 → ℝ :=
  ![![0, -g, 0], ![g, 0, -gf], ![0, gc, 0]]
```

The fine–fine face contributes $-g+g=0$ to the mismatch, the cells $0$ and $2$ do not touch, and the coarse–fine face contributes $-g_f+g_c$. The total charge is therefore

$$\sum_i q_i=\sum_i B_i-g_f+g_c=\sum_i B_i-\frac{5ch}{8}.$$

As before, $h\neq0$ is required. The boundary fluxes $B_i$ are arbitrary here and are not computed from the potential. In the proof, `hm` evaluates the mismatch over the three pairs, `total_charge` supplies the balance, and `hgap` inserts the gradient difference.

```lean
/-- On the three-cell line with a quadratic potential and the two interface gradients above, the
total charge is the outer-boundary flux minus `5ch/8`. -/
theorem spurious_interface_charge (B : Fin 3 → ℝ) (a b c h g gf gc : ℝ) (hh : h ≠ 0)
    (hf : gf * (3 * h / 2) = quadPotential a b c h - quadPotential a b c (-h / 2))
    (hc : gc * (2 * h) = quadPotential a b c h
      - (quadPotential a b c (-3 * h / 2) + quadPotential a b c (-h / 2)) / 2) :
    regionCharge B (lineFlux g gf gc) univ = ∑ i, B i - 5 * c * h / 8 := by
  have hgap := interface_gradient_gap a b c h gf gc hh hf hc
  -- only the coarse-fine face contributes to the mismatch
  have hm : ∑ i, ∑ j with i < j, (lineFlux g gf gc i j + lineFlux g gf gc j i) = -gf + gc := by
    simp [Finset.sum_filter, Fin.sum_univ_three, lineFlux]
  rw [total_charge, hm]
  linarith

end

end CompositeGridGauss
```

```lean
#print axioms CompositeGridGauss.total_charge
#print axioms CompositeGridGauss.reflux_restores_gauss
#print axioms CompositeGridGauss.spurious_interface_charge
```

```
'CompositeGridGauss.total_charge' depends on axioms: [propext, Classical.choice, Quot.sound]
'CompositeGridGauss.reflux_restores_gauss' depends on axioms: [propext, Classical.choice, Quot.sound]
'CompositeGridGauss.spurious_interface_charge' depends on axioms: [propext, Classical.choice, Quot.sound]
```
